# Convergence of matrix splittings and the Ostrowski–Reich theorem for SOR

"Positive definite" usually means two things at once for a real matrix: it is symmetric, and its quadratic form is positive on nonzero vectors. The formal statement keeps them apart. `PositiveForm A` says only that $\langle e,Ae\rangle>0$ for every $e\neq0$, and symmetry is the separate hypothesis `A.IsSymm`. Positivity can then be the conclusion of a theorem about a matrix known only to be symmetric.

## Physical setting

Let $A$ be a real symmetric $n\times n$ matrix and let $x$ solve $Ax=b$. Induced dipoles in a linear polarisable model with fixed nuclei obey such a system, and sweeping through their components repeatedly in a fixed order, solving each equation for its own component with the latest values of the others, is a splitting iteration.

Choose an invertible matrix $M$ for which systems are easy to solve, and repeat

$$x_{k+1}=x_k+M^{-1}(b-Ax_k).$$

The error $e_k=x_k-x$ obeys $e_{k+1}=Te_k$ with $T=1-M^{-1}A$. Write $E(e)=\langle e,Ae\rangle$. This is twice the excess of $\tfrac12\langle z,Az\rangle-\langle b,z\rangle$ at $z=x+e$ over its value at $x$.

## Statement

Let $Q=M+M^T-A$.

1. If $A$ is symmetric and both $A$ and $Q$ have positive forms, then $E(Te)<E(e)$ for all $e\ne0$, and $T^k\to0$. The iterates converge to $x$ from any start.
2. Conversely, if $A$ is symmetric, $M$ is invertible, $Q$ has a positive form and $T^k\to0$, then $A$ has a positive form.
3. Let $D$ be the diagonal of $A$, $L$ its strict lower part, and $M=D/w+L$ with $0<w<2$. This is the splitting of successive over-relaxation (SOR), and $w=1$ gives Gauss–Seidel. For symmetric $A$, a positive diagonal together with $T^k\to0$ is equivalent to positivity of $A$.

## Derivation

**Invertibility.** Since $\langle v,M^Tv\rangle=\langle v,Mv\rangle$, we have $\langle v,Qv\rangle=2\langle v,Mv\rangle-E(v)$. If $Mv=0$ with $v\neq0$, the right side is $-E(v)<0$, which contradicts positivity of $Q$.

**Energy drop.** Put $y=M^{-1}Ae$, so that $My=Ae$ and $Te=e-y$. By symmetry of $A$,

$$E(e-y)=E(e)-2\langle y,Ae\rangle+E(y)=E(e)-\bigl(2\langle y,My\rangle-E(y)\bigr)=E(e)-\langle y,Qy\rangle.$$

If $e\ne0$, then $Ae\neq0$, hence $y\ne0$ and the energy falls strictly.

**Uniform factor.** The loss $E(e)-E(Te)$ is the quadratic form of $A-T^TAT$, so this form is positive. For $n\ge1$, its ratio to $E$ has a positive minimum $c$ on the unit sphere, and by scaling $E(Te)\le(1-c)E(e)$ for every $e$. With $r=\max(1-c,0)<1$, induction gives $E(T^ke)\le r^kE(e)$. The same comparison gives $d>0$ with $d\,|v|^2\le E(v)$. Applied to the unit vector $u_j$,

$$\bigl((T^k)_{ij}\bigr)^2\le|T^ku_j|^2\le r^kA_{jj}/d\to0.$$

For $n=0$ there is nothing to prove. The iterates follow from $x_k=x+T^k(x_0-x)$.

**Converse.** The energy drop still holds, so $E(T^kv)\le E(v)$. The left side tends to $0$, hence $E(v)\ge0$ for all $v$. Let $e\neq0$. If $y=M^{-1}Ae$ were zero, then $T^ke=e$ for all $k$, which contradicts $T^k\to0$. So $E(e)=E(Te)+\langle y,Qy\rangle>0$.

**SOR.** From $A=D+L+L^T$ we get $Q=(2/w-1)D$, which is positive when $D$ is. In that case also $\det M=\prod_i(A_{ii}/w)\neq0$, since $M$ is lower triangular. If $A$ has a positive form, then $A_{ii}=E(u_i)>0$. Parts 1 and 2 now give the two directions.

**A missing hypothesis.** Take the $1\times1$ case $A=1$, $M=\tfrac12$. Then $Q=0$ and $T=-1$: the error changes sign forever and its energy stays constant.

**A neighbouring result.** Group the unknowns into fragments, and let $M$ be the block diagonal plus the strict lower blocks of a symmetric positive definite $A$. Then $Q$ is the block diagonal of $A$, which is positive definite, so block Gauss–Seidel converges by the same argument. The file works out $Q$ only for the scalar version.

## What the formal version assumes

The index type `n` is finite, entries are real and arithmetic is exact. `energy` is $E$ without a factor $\tfrac12$, `errorMatrix M A` is $T$, and `step` is one update. For `sorMatrix`, `n` also carries a linear order, which fixes the order of the sweep.

Invertibility of `M` is derived in part 1 and assumed, as `IsUnit M.det`, in part 2. `iterates_converge` takes a solution `x` through the hypothesis `hx`. No explicit rate is given, and a nonlinear self-consistency cycle is not covered. The range $0<w<2$ is a hypothesis throughout part 3. A fuller form of the Ostrowski–Reich theorem also shows that, for $n\ge1$, convergence forces $w$ into this range, and it admits complex Hermitian $A$; neither is proved here.

Convergence is stated as `Tendsto` of the matrix powers to zero. One could instead require the spectral radius of $T$ to be below one. In finite dimension this is equivalent, but it would bring in complex eigenvalues and expose the asymptotic rate.

In Lean 4 with Mathlib:

```lean
import Mathlib

open Matrix Filter Topology

namespace SplittingIteration

noncomputable section

variable {n : Type*} [Fintype n]

/-- The quadratic energy `⟨e, A e⟩` of an error vector `e`. -/
def energy (A : Matrix n n ℝ) (e : n → ℝ) : ℝ := e ⬝ᵥ A *ᵥ e

/-- The quadratic form of `A` is positive on every nonzero vector. -/
def PositiveForm (A : Matrix n n ℝ) : Prop := ∀ e, e ≠ 0 → 0 < energy A e

/-- The form of `M + Mᵀ - A` is twice the form of `M` minus the form of `A`. -/
theorem energy_defect (M A : Matrix n n ℝ) (v : n → ℝ) :
    energy (M + Mᵀ - A) v = 2 * (v ⬝ᵥ M *ᵥ v) - energy A v := by
  have h : v ⬝ᵥ Mᵀ *ᵥ v = v ⬝ᵥ M *ᵥ v := by
    rw [mulVec_transpose, dotProduct_mulVec]
    exact dotProduct_comm _ _
  unfold energy
  rw [sub_mulVec, add_mulVec, dotProduct_sub, dotProduct_add, h]
  ring

/-- Of two positive quadratic forms, each bounds a positive multiple of the other. -/
theorem form_domination {A B : Matrix n n ℝ} (hA : PositiveForm A) (hB : PositiveForm B) :
    ∃ c : ℝ, 0 < c ∧ ∀ x, c * energy A x ≤ energy B x := by
  have cont : ∀ C : Matrix n n ℝ, Continuous (energy C) := fun C => by
    show Continuous fun e : n → ℝ => ∑ i, e i * ∑ j, C i j * e j
    fun_prop
  have scale : ∀ (C : Matrix n n ℝ) (r : ℝ) (x : n → ℝ),
      energy C (r • x) = r ^ 2 * energy C x := fun C r x => by
    simp only [energy, mulVec_smul, smul_dotProduct, dotProduct_smul, smul_eq_mul]
    ring
  have unit : ∀ x : n → ℝ, x ≠ 0 → ‖x‖⁻¹ • x ∈ Metric.sphere (0 : n → ℝ) 1 := fun x hx => by
    rw [mem_sphere_zero_iff_norm, norm_smul, norm_inv, norm_norm,
      inv_mul_cancel₀ (norm_ne_zero_iff.mpr hx)]
  have ne : ∀ x ∈ Metric.sphere (0 : n → ℝ) 1, x ≠ 0 := by
    rintro x hx rfl
    simp at hx
  rcases (Metric.sphere (0 : n → ℝ) 1).eq_empty_or_nonempty with h | h
  · refine ⟨1, one_pos, fun x => ?_⟩
    rcases eq_or_ne x 0 with rfl | hx
    · simp [energy]
    · have hu := unit x hx
      rw [h] at hu
      exact hu.elim
  · -- the ratio of the forms attains its minimum on the unit sphere
    have hf : ContinuousOn (fun x => energy B x / energy A x) (Metric.sphere (0 : n → ℝ) 1) :=
      (cont B).continuousOn.div (cont A).continuousOn fun x hx => (hA x (ne x hx)).ne'
    obtain ⟨u, hu, hmin⟩ := (isCompact_sphere (0 : n → ℝ) 1).exists_isMinOn h hf
    refine ⟨energy B u / energy A u, div_pos (hB u (ne u hu)) (hA u (ne u hu)), fun x => ?_⟩
    rcases eq_or_ne x 0 with rfl | hx
    · simp [energy]
    · have h1 : energy B u / energy A u ≤ energy B (‖x‖⁻¹ • x) / energy A (‖x‖⁻¹ • x) :=
        isMinOn_iff.mp hmin _ (unit x hx)
      rw [scale, scale, mul_div_mul_left _ _
        (pow_ne_zero 2 (inv_ne_zero (norm_ne_zero_iff.mpr hx))), le_div_iff₀ (hA x hx)] at h1
      exact h1

variable [DecidableEq n]

/-- The matrix `T = 1 - M⁻¹ A` that propagates the error of the splitting iteration. -/
def errorMatrix (M A : Matrix n n ℝ) : Matrix n n ℝ := 1 - M⁻¹ * A

/-- One update `x ↦ x + M⁻¹ (b - A x)` of the splitting iteration for `A x = b`. -/
def step (M A : Matrix n n ℝ) (b x : n → ℝ) : n → ℝ := x + M⁻¹ *ᵥ (b - A *ᵥ x)

/-- If `A` and `M + Mᵀ - A` have positive forms, then `M` is invertible. -/
theorem splitting_invertible {M A : Matrix n n ℝ} (hA : PositiveForm A)
    (hQ : PositiveForm (M + Mᵀ - A)) : IsUnit M.det := by
  rw [isUnit_iff_ne_zero]
  intro h
  obtain ⟨v, hv, hMv⟩ := Matrix.exists_mulVec_eq_zero_iff.mpr h
  have h1 := hQ v hv
  rw [energy_defect, hMv, dotProduct_zero] at h1
  linarith [hA v hv]

/-- For symmetric `A` and invertible `M`, with `T = 1 - M⁻¹ A`, the energy of `T e` equals the
energy of `e` minus the form of `M + Mᵀ - A`
at the correction `M⁻¹ A e`. -/
theorem energy_drop {M A : Matrix n n ℝ} (hs : A.IsSymm) (hM : IsUnit M.det) (e : n → ℝ) :
    energy A (errorMatrix M A *ᵥ e) =
      energy A e - energy (M + Mᵀ - A) (M⁻¹ *ᵥ (A *ᵥ e)) := by
  obtain ⟨y, hy⟩ : ∃ y, y = M⁻¹ *ᵥ (A *ᵥ e) := ⟨_, rfl⟩
  have hMy : M *ᵥ y = A *ᵥ e := by
    rw [hy, mulVec_mulVec, mul_nonsing_inv _ hM, one_mulVec]
  have hT : errorMatrix M A *ᵥ e = e - y := by
    rw [hy, errorMatrix, sub_mulVec, one_mulVec, mulVec_mulVec]
  have hsym : e ⬝ᵥ A *ᵥ y = y ⬝ᵥ A *ᵥ e := by
    rw [dotProduct_mulVec, ← mulVec_transpose, hs.eq]
    exact dotProduct_comm _ _
  rw [hT, ← hy, energy_defect, hMy]
  unfold energy
  rw [mulVec_sub, sub_dotProduct, dotProduct_sub, dotProduct_sub, hsym]
  ring

/-- For symmetric `A` with `A` and `M + Mᵀ - A` positive, `T = 1 - M⁻¹ A` strictly lowers the
energy of every nonzero error, and the powers of `T` tend to zero. -/
theorem splitting_converges {M A : Matrix n n ℝ} (hs : A.IsSymm) (hA : PositiveForm A)
    (hQ : PositiveForm (M + Mᵀ - A)) :
    (∀ e, e ≠ 0 → energy A (errorMatrix M A *ᵥ e) < energy A e) ∧
      Tendsto (fun k : ℕ => errorMatrix M A ^ k) atTop (𝓝 0) := by
  have hM := splitting_invertible hA hQ
  have dec : ∀ e, e ≠ 0 → energy A (errorMatrix M A *ᵥ e) < energy A e := fun e he => by
    have hy : M⁻¹ *ᵥ (A *ᵥ e) ≠ 0 := fun h => by
      have h0 : A *ᵥ e = M *ᵥ (M⁻¹ *ᵥ (A *ᵥ e)) := by
        rw [mulVec_mulVec, mul_nonsing_inv _ hM, one_mulVec]
      rw [h, mulVec_zero] at h0
      have h1 := hA e he
      simp [energy, h0] at h1
    rw [energy_drop hs hM]
    linarith [hQ _ hy]
  refine ⟨dec, ?_⟩
  generalize errorMatrix M A = T at dec ⊢
  have nonneg : ∀ e, 0 ≤ energy A e := fun e => by
    rcases eq_or_ne e 0 with rfl | he
    · simp [energy]
    · exact (hA e he).le
  -- the energy loss is itself a positive form, hence at least a fixed fraction of the energy
  have loss : ∀ e, energy (A - Tᵀ * A * T) e = energy A e - energy A (T *ᵥ e) := fun e => by
    unfold energy
    rw [sub_mulVec, dotProduct_sub, ← mulVec_mulVec, ← mulVec_mulVec,
      dotProduct_mulVec e Tᵀ, vecMul_transpose]
  obtain ⟨c, hc, hcA⟩ := form_domination hA (B := A - Tᵀ * A * T)
    fun e he => by rw [loss]; linarith [dec e he]
  obtain ⟨r, hr⟩ : ∃ r, r = max (1 - c) 0 := ⟨_, rfl⟩
  have hr0 : 0 ≤ r := hr ▸ le_max_right _ _
  have hr1 : r < 1 := hr ▸ max_lt (by linarith) one_pos
  have hrc : 1 - c ≤ r := hr ▸ le_max_left _ _
  have bound : ∀ (k : ℕ) e, energy A (T ^ k *ᵥ e) ≤ r ^ k * energy A e := fun k e => by
    induction k with
    | zero => simp
    | succ k ih =>
      rw [pow_succ', ← mulVec_mulVec]
      have h1 := hcA (T ^ k *ᵥ e)
      rw [loss] at h1
      have h2 := mul_le_mul_of_nonneg_right hrc (nonneg (T ^ k *ᵥ e))
      have h3 := mul_le_mul_of_nonneg_left ih hr0
      rw [pow_succ']
      linarith
  have hone : PositiveForm (1 : Matrix n n ℝ) := fun e he => by
    unfold energy
    rw [one_mulVec]
    exact lt_of_le_of_ne (Finset.sum_nonneg fun i _ => mul_self_nonneg (e i))
      fun h => he (dotProduct_self_eq_zero.mp h.symm)
  obtain ⟨d, hd, hdA⟩ := form_domination hone hA
  -- energy controls each matrix entry of the powers
  refine tendsto_pi_nhds.mpr fun i => tendsto_pi_nhds.mpr fun j => ?_
  have hsq : Tendsto (fun k : ℕ => ((T ^ k) i j) ^ 2) atTop (𝓝 0) := by
    refine squeeze_zero (g := fun k : ℕ => r ^ k * (energy A (Pi.single j 1) / d))
      (fun k => sq_nonneg _) (fun k => ?_) ?_
    · have h1 := (hdA (T ^ k *ᵥ Pi.single j 1)).trans (bound k _)
      have h2 : ((T ^ k) i j) ^ 2 ≤ energy 1 (T ^ k *ᵥ Pi.single j 1) := by
        have h3 : (T ^ k *ᵥ Pi.single j 1) i = (T ^ k) i j := by simp
        unfold energy
        rw [one_mulVec, ← h3, sq]
        exact Finset.single_le_sum
          (f := fun l => (T ^ k *ᵥ Pi.single j 1) l * (T ^ k *ᵥ Pi.single j 1) l)
          (fun l _ => mul_self_nonneg _) (Finset.mem_univ i)
      rw [← mul_div_assoc, le_div_iff₀ hd]
      nlinarith
    · simpa using (tendsto_pow_atTop_nhds_zero_of_lt_one hr0 hr1).mul_const
        (energy A (Pi.single j 1) / d)
  have h3 := hsq.sqrt
  simp only [Real.sqrt_sq_eq_abs, Real.sqrt_zero] at h3
  exact (tendsto_zero_iff_abs_tendsto_zero _).mpr h3

/-- Under the same conditions the iterates converge to the solution `x` of `A x = b`
from every starting vector. -/
theorem iterates_converge {M A : Matrix n n ℝ} (hs : A.IsSymm) (hA : PositiveForm A)
    (hQ : PositiveForm (M + Mᵀ - A)) {b x : n → ℝ} (hx : A *ᵥ x = b) (x₀ : n → ℝ) :
    Tendsto (fun k : ℕ => (step M A b)^[k] x₀) atTop (𝓝 x) := by
  subst hx
  have key : ∀ k : ℕ, (step M A (A *ᵥ x))^[k] x₀ = x + errorMatrix M A ^ k *ᵥ (x₀ - x) := by
    intro k
    induction k with
    | zero => simp
    | succ k ih =>
      rw [Function.iterate_succ_apply', ih, pow_succ', ← mulVec_mulVec]
      generalize errorMatrix M A ^ k *ᵥ (x₀ - x) = d
      simp only [step, errorMatrix, sub_mulVec, one_mulVec, mulVec_add, mulVec_sub,
        ← mulVec_mulVec]
      abel
  have c : Continuous fun B : Matrix n n ℝ => x + B *ᵥ (x₀ - x) :=
    continuous_const.add (continuous_id.matrix_mulVec continuous_const)
  have h := (c.tendsto 0).comp (splitting_converges hs hA hQ).2
  simp only [zero_mulVec, add_zero] at h
  exact h.congr fun k => (key k).symm

/-- Conversely, if `M` is invertible, `M + Mᵀ - A` is positive and the powers of `T` tend to
zero, then the symmetric matrix `A` has a positive form. -/
theorem positive_of_converges {M A : Matrix n n ℝ} (hs : A.IsSymm) (hM : IsUnit M.det)
    (hQ : PositiveForm (M + Mᵀ - A))
    (hT : Tendsto (fun k : ℕ => errorMatrix M A ^ k) atTop (𝓝 0)) : PositiveForm A := by
  have lim : ∀ v, Tendsto (fun k : ℕ => errorMatrix M A ^ k *ᵥ v) atTop (𝓝 0) := fun v => by
    have c : Continuous fun B : Matrix n n ℝ => B *ᵥ v :=
      continuous_id.matrix_mulVec continuous_const
    have h := (c.tendsto 0).comp hT
    simp only [zero_mulVec] at h
    exact h
  have mono : ∀ v, energy A (errorMatrix M A *ᵥ v) ≤ energy A v := fun v => by
    rw [energy_drop hs hM]
    rcases eq_or_ne (M⁻¹ *ᵥ (A *ᵥ v)) 0 with h | h
    · simp [h, energy]
    · linarith [hQ _ h]
  -- the energy never rises and ends at zero, so it was never negative
  have nonneg : ∀ v, 0 ≤ energy A v := fun v => by
    have c : Continuous (energy A) := by
      show Continuous fun e : n → ℝ => ∑ i, e i * ∑ j, A i j * e j
      fun_prop
    have h := (c.tendsto 0).comp (lim v)
    have h0 : energy A 0 = 0 := by simp [energy]
    rw [h0] at h
    refine le_of_tendsto' h fun k => ?_
    show energy A (errorMatrix M A ^ k *ᵥ v) ≤ energy A v
    induction k with
    | zero => simp
    | succ k ih =>
      rw [pow_succ', ← mulVec_mulVec]
      exact (mono _).trans ih
  intro e he
  have hy : M⁻¹ *ᵥ (A *ᵥ e) ≠ 0 := fun h => by
    -- a vanishing correction would leave the error unchanged forever
    have hfix : errorMatrix M A *ᵥ e = e := by
      rw [errorMatrix, sub_mulVec, one_mulVec, ← mulVec_mulVec, h, sub_zero]
    have hk : ∀ k : ℕ, errorMatrix M A ^ k *ᵥ e = e := fun k => by
      induction k with
      | zero => simp
      | succ k ih => rw [pow_succ', ← mulVec_mulVec, ih, hfix]
    exact he (tendsto_nhds_unique (tendsto_const_nhds.congr fun k => (hk k).symm) (lim e))
  have h1 := energy_drop hs hM e
  linarith [hQ _ hy, nonneg (errorMatrix M A *ᵥ e)]

end

noncomputable section

variable {n : Type*} [Fintype n] [LinearOrder n]

/-- The SOR splitting matrix: the diagonal of `A` divided by `w`, plus the strict lower part. -/
def sorMatrix (A : Matrix n n ℝ) (w : ℝ) : Matrix n n ℝ :=
  Matrix.of fun i j => if i = j then A i i / w else if j < i then A i j else 0

/-- For symmetric `A` with positive diagonal and `0 < w < 2`, the SOR matrix `M` is invertible
and `M + Mᵀ - A` has a positive form. -/
theorem sor_splitting {A : Matrix n n ℝ} (hs : A.IsSymm) (hd : ∀ i, 0 < A i i) {w : ℝ}
    (hw : 0 < w) (hw2 : w < 2) :
    IsUnit (sorMatrix A w).det ∧ PositiveForm (sorMatrix A w + (sorMatrix A w)ᵀ - A) := by
  constructor
  · have hL : (sorMatrix A w).BlockTriangular OrderDual.toDual := fun i j hij => by
      have h : i < j := OrderDual.toDual_lt_toDual.mp hij
      simp [sorMatrix, h.ne, not_lt_of_ge h.le]
    rw [Matrix.det_of_isLowerTriangular _ hL, isUnit_iff_ne_zero]
    exact Finset.prod_ne_zero_iff.mpr fun i _ => by simp [sorMatrix, (hd i).ne', hw.ne']
  · -- the off-diagonal parts cancel and leave a positive diagonal
    have hdiag : sorMatrix A w + (sorMatrix A w)ᵀ - A =
        diagonal fun i => (2 / w - 1) * A i i := by
      ext i j
      have hij := hs.apply i j
      rcases lt_trichotomy i j with h | rfl | h
      · simp [sorMatrix, h, h.ne, h.ne', not_lt_of_ge h.le, hij]
      · simp only [sorMatrix, Matrix.sub_apply, Matrix.add_apply, transpose_apply, of_apply,
          diagonal_apply_eq, ↓reduceIte]
        ring
      · simp [sorMatrix, h, h.ne, h.ne', not_lt_of_ge h.le]
    have hc : 0 < 2 / w - 1 := by
      have : 1 < 2 / w := by rw [lt_div_iff₀ hw]; linarith
      linarith
    intro e he
    have hsum : energy (diagonal fun i => (2 / w - 1) * A i i) e =
        ∑ i, (2 / w - 1) * A i i * e i ^ 2 := by
      simp only [energy, dotProduct, mulVec_diagonal]
      exact Finset.sum_congr rfl fun i _ => by ring
    rw [hdiag, hsum]
    obtain ⟨i, hi⟩ := Function.ne_iff.mp he
    have hi' : e i ≠ 0 := hi
    exact Finset.sum_pos' (fun j _ => mul_nonneg (mul_pos hc (hd j)).le (sq_nonneg _))
      ⟨i, Finset.mem_univ i, mul_pos (mul_pos hc (hd i)) (by positivity)⟩

/-- Ostrowski–Reich theorem: for symmetric `A` and `0 < w < 2`, the diagonal of `A` is positive
and the powers of the SOR error matrix tend to zero if and only if `A` has a positive form. -/
theorem ostrowski_reich {A : Matrix n n ℝ} (hs : A.IsSymm) {w : ℝ} (hw : 0 < w) (hw2 : w < 2) :
    ((∀ i, 0 < A i i) ∧
      Tendsto (fun k : ℕ => errorMatrix (sorMatrix A w) A ^ k) atTop (𝓝 0)) ↔
      PositiveForm A := by
  constructor
  · rintro ⟨hd, hT⟩
    obtain ⟨hM, hQ⟩ := sor_splitting hs hd hw hw2
    exact positive_of_converges hs hM hQ hT
  · intro hA
    have hd : ∀ i, 0 < A i i := fun i => by
      have h := hA (Pi.single i 1) (by simp)
      simpa [energy] using h
    exact ⟨hd, (splitting_converges hs hA (sor_splitting hs hd hw hw2).2).2⟩

end

end SplittingIteration
```

```lean
#print axioms SplittingIteration.iterates_converge
-- 'SplittingIteration.iterates_converge' depends on axioms: [propext, Classical.choice, Quot.sound]
#print axioms SplittingIteration.ostrowski_reich
-- 'SplittingIteration.ostrowski_reich' depends on axioms: [propext, Classical.choice, Quot.sound]
```

## Notes on the proof

`energy_defect` is the identity for $\langle v,Qv\rangle$, and `splitting_invertible` applies it to a kernel vector. `energy_drop` names the correction `y`, proves `hMy` and `hT`, and uses symmetry only in `hsym`; `ring` finishes the expansion.

`form_domination` is the compactness step. Its sphere belongs to the maximum norm on `n → ℝ`, which serves equally well because only compactness and scaling matter. It is used twice in `splitting_converges`: once for $c$, with the form identified by `loss`, and once for $d$, with the identity matrix as the smaller form. There `dec` is the strict decrease and `bound` the induction on `k`. `squeeze_zero` sends the squared entries to zero, and a square root then gives the entries themselves.

`iterates_converge` proves the formula for $x_k$ by induction in `key` and passes to the limit by continuity. In `positive_of_converges`, `mono` and `lim` yield `nonneg`, while `hfix` and `hk` exclude a vanishing correction.

`sor_splitting` obtains the determinant from triangularity and checks `hdiag` entry by entry, in the cases $i<j$, $i=j$ and $i>j$. `ostrowski_reich` then combines it with the two general theorems.
